# At fixed density matrices, rotating two real orbitals gives an energy of trigonometric degree at most four

When I rotate two real orbitals by an angle $x$ and keep the one- and two-electron density arrays fixed, the energy is a Fourier sum with frequencies $0$ to $4$. If those two orbitals are the only ones, just $0$, $2$ and $4$ can occur. I can see this roughly by counting cosines and sines. Can it be made rigorous, for arbitrary real integrals, and checked by machine?

## Counting factors of the rotation matrix

Yes. The degree of each term in the energy is bounded by its number of rotation-matrix factors, and a sign change removes the odd frequencies for two orbitals.

Let $a\ne b$ be the rotated orbitals, $P$ the projector on their plane, and $J$ the matrix with $J_{ba}=1$, $J_{ab}=-1$ and zeros elsewhere. The rotation is
$$U(x)=1+(\cos x-1)P+\sin x\,J .$$
Since $P^2=P$, $PJ=JP=J$, $J^2=-P$ and $J^T=-J$,
$$U^TU=1+\left[2(\cos x-1)+(\cos x-1)^2+\sin^2x\right]P=1 .$$

Let $h,g$ be the one- and two-electron integrals in the original orbitals, and $\gamma,\Gamma$ the one- and two-electron density matrices in the new ones (called densities below). Keeping $\gamma$ and $\Gamma$ fixed means that the electronic state turns with the orbitals. The energy is
$$E=\sum_{pq}\gamma_{pq}\sum_{rs}h_{rs}U_{rp}U_{sq}+\frac12\sum_{pqrs}\Gamma_{pqrs}\sum_{tuvw}g_{tuvw}U_{tp}U_{uq}U_{vr}U_{ws}.$$
Each entry $U_{ij}=(\delta_{ij}-P_{ij})+P_{ij}\cos x+J_{ij}\sin x$ has degree at most 1. Degrees add under multiplication, because
$$\cos\alpha\cos\beta=\tfrac12\cos(\alpha+\beta)+\tfrac12\cos(\alpha-\beta).$$
The one-electron part therefore has degree at most 2 and the two-electron part at most 4. Expanding each wave as $\cos(kx+\varphi)=\cos\varphi\cos kx-\sin\varphi\sin kx$ gives
$$E(x)=\sum_{k=0}^4(A_k\cos kx+B_k\sin kx).$$

For two orbitals $P=1$, so $U(x+\pi)=-U(x)$. Every term contains two or four factors of $U$, hence $E(x+\pi)=E(x)$. Shifting $x$ by $\pi$ multiplies the frequency-$k$ terms by $(-1)^k$, so averaging $E(x)$ and $E(x+\pi)$ leaves only even $k$.

## A curve with frequency four

Take two orbitals, $h=\gamma=0$, and $g_{0000}=\Gamma_{0000}=1$ as the only non-zero entries. Then $U_{00}=\cos x$ and
$$E(x)=\tfrac12\cos^4x=\tfrac3{16}+\tfrac14\cos2x+\tfrac1{16}\cos4x .$$
At $x=\pi/3$ the left form gives $\tfrac12\cdot\tfrac1{16}=\tfrac1{32}$, and the Fourier form gives $\tfrac6{32}-\tfrac4{32}-\tfrac1{32}=\tfrac1{32}$. These densities do not come from a wavefunction, since $\gamma=0$ would mean no electrons. With orbital 0 doubly occupied, the usual spin-summed densities are $\gamma_{00}=\Gamma_{0000}=2$; as $h=0$, this just doubles the curve.

## What the Lean statements say

The finite type `ι` labels the orbitals; `One ι` and `Two ι` are real arrays with two and four indices. Column `p` of `U` holds the coefficients of the new orbital `p`. The arrays `g` and `Γ` must use the same index order, but need no permutation symmetry.

`energy_fourier` provides coefficients `A` and `B` that serve all angles; `Finset.range 5` means $k=0,\dots,4$. It does not require `a ≠ b`, although `planeRotation_orthogonal` does. `energy_two_orbitals` uses `Fin 2` and distinct orbitals, and `energy_onSite` is the example above.

The densities are arbitrary fixed arrays, so they need not come from a wavefunction and do not relax with the angle. The coefficients are shown to exist, without a formula in terms of the integrals. For orbital optimisation of an energy of this form, with real orbitals and frozen densities, a one-parameter scan of this kind is thus fixed by at most nine numbers, or five when the two rotated orbitals are the only ones.

```lean
import Mathlib

open Matrix
open Real (cos sin)

namespace PlaneOrbitalRotation

noncomputable section

/-- Real arrays with two orbital indices. -/
abbrev One (ι : Type*) := ι → ι → ℝ

/-- Real arrays with four orbital indices. -/
abbrev Two (ι : Type*) := ι → ι → ι → ι → ℝ

variable {ι : Type*} [Fintype ι] [DecidableEq ι]

/-- The projector on the plane spanned by orbitals `a` and `b`. -/
def planeProj (a b : ι) : Matrix ι ι ℝ := Matrix.single a a 1 + Matrix.single b b 1

/-- The antisymmetric generator that mixes orbitals `a` and `b`. -/
def planeGen (a b : ι) : Matrix ι ι ℝ := Matrix.single b a 1 - Matrix.single a b 1

/-- The rotation of two orbitals `a` and `b` by the angle `x`. -/
def planeRotation (a b : ι) (x : ℝ) : Matrix ι ι ℝ :=
  1 + (cos x - 1) • planeProj a b + sin x • planeGen a b

/-- One-electron integrals in the orbitals with coefficient matrix `U`. -/
def rotOne (h : One ι) (U : Matrix ι ι ℝ) (p q : ι) : ℝ :=
  ∑ r, ∑ s, h r s * (U r p * U s q)

/-- Two-electron integrals in the orbitals with coefficient matrix `U`. -/
def rotTwo (g : Two ι) (U : Matrix ι ι ℝ) (p q r s : ι) : ℝ :=
  ∑ t, ∑ u, ∑ v, ∑ w, g t u v w * ((U t p * U u q) * (U v r * U w s))

/-- The electronic energy: transformed integrals contracted with fixed density arrays. -/
def energy (h : One ι) (g : Two ι) (γ : One ι) (Γ : Two ι) (U : Matrix ι ι ℝ) : ℝ :=
  (∑ p, ∑ q, γ p q * rotOne h U p q) +
    (1 / 2) * ∑ p, ∑ q, ∑ r, ∑ s, Γ p q r s * rotTwo g U p q r s

/-- Trigonometric polynomials of degree at most `d`: the real span of the waves
`cos (k x + φ)` with integer `|k| ≤ d`. -/
def trigPoly (d : ℕ) : Submodule ℝ (ℝ → ℝ) :=
  Submodule.span ℝ {f | ∃ (k : ℤ) (φ : ℝ), k.natAbs ≤ d ∧ f = fun x => cos (k * x + φ)}

/-- For two distinct orbitals the plane rotation is an orthogonal matrix. -/
theorem planeRotation_orthogonal {a b : ι} (hab : a ≠ b) (x : ℝ) :
    (planeRotation a b x)ᵀ * planeRotation a b x = 1 := by
  have hPt : (planeProj a b)ᵀ = planeProj a b := by simp [planeProj]
  have hJt : (planeGen a b)ᵀ = -planeGen a b := by simp [planeGen]
  -- the algebra of projector and generator
  obtain ⟨hPP, hPJ, hJP, hJJ⟩ : planeProj a b * planeProj a b = planeProj a b ∧
      planeProj a b * planeGen a b = planeGen a b ∧
      planeGen a b * planeProj a b = planeGen a b ∧
      planeGen a b * planeGen a b = -planeProj a b := by
    refine ⟨?_, ?_, ?_, ?_⟩ <;> simp [planeProj, planeGen, mul_add, add_mul, mul_sub,
      sub_mul, hab, hab.symm] <;> abel
  simp only [planeRotation, Matrix.transpose_add, Matrix.transpose_smul,
    Matrix.transpose_one, hPt, hJt, add_mul, mul_add, one_mul, mul_one, smul_mul_assoc,
    mul_smul_comm, neg_mul, smul_neg, hPP, hPJ, hJP, hJJ]
  linear_combination (norm := module) Real.cos_sq_add_sin_sq x • planeProj a b

/-- Linear combinations of trigonometric polynomials do not raise the degree. -/
theorem trigPoly_comb {d : ℕ} {f g w : ℝ → ℝ} (hf : f ∈ trigPoly d) (hg : g ∈ trigPoly d)
    (a b : ℝ) (hw : ∀ x, w x = a * f x + b * g x) : w ∈ trigPoly d := by
  have e : w = a • f + b • g := funext hw
  rw [e]
  exact Submodule.add_mem _ (Submodule.smul_mem _ a hf) (Submodule.smul_mem _ b hg)

omit [DecidableEq ι] in
/-- Finite sums of trigonometric polynomials do not raise the degree. -/
theorem trigPoly_sum {d : ℕ} {F : ι → ℝ → ℝ} (hF : ∀ i, F i ∈ trigPoly d) :
    (fun x => ∑ i, F i x) ∈ trigPoly d := by
  have e : (fun x => ∑ i, F i x) = ∑ i, F i := by
    funext x
    simp
  rw [e]
  exact Submodule.sum_mem _ fun i _ => hF i

/-- Degrees of trigonometric polynomials add under multiplication. -/
theorem trigPoly_mul {d e : ℕ} {f g : ℝ → ℝ} (hf : f ∈ trigPoly d) (hg : g ∈ trigPoly e) :
    (fun x => f x * g x) ∈ trigPoly (d + e) := by
  have key : trigPoly d * trigPoly e ≤ trigPoly (d + e) := by
    have hspan : trigPoly d * trigPoly e = _ := Submodule.span_mul_span ℝ _ _
    rw [hspan, Submodule.span_le]
    rintro _ ⟨_, ⟨k, φ, hk, rfl⟩, _, ⟨l, ψ, hl, rfl⟩, rfl⟩
    change _ ∈ trigPoly (d + e)
    have wave (m : ℤ) (χ : ℝ) (hm : m.natAbs ≤ d + e) :
        (fun x : ℝ => cos (m * x + χ)) ∈ trigPoly (d + e) :=
      Submodule.subset_span ⟨m, χ, hm, rfl⟩
    -- a product of waves contains only the sum and difference frequencies
    refine trigPoly_comb (wave (k + l) (φ + ψ) (by omega)) (wave (k - l) (φ - ψ) (by omega))
      (1 / 2) (1 / 2) fun x => ?_
    simp only [Pi.mul_apply, Int.cast_add, Int.cast_sub, add_mul, sub_mul,
      Real.cos_add, Real.cos_sub, Real.sin_add, Real.sin_sub]
    ring
  exact key (Submodule.mul_mem_mul hf hg)

/-- A trigonometric polynomial of degree at most `d` is a Fourier sum over `0, …, d`. -/
theorem trigPoly_fourier {d : ℕ} {f : ℝ → ℝ} (hf : f ∈ trigPoly d) :
    ∃ A B : ℕ → ℝ, ∀ x, f x =
      ∑ k ∈ Finset.range (d + 1), (A k * cos (k * x) + B k * sin (k * x)) := by
  unfold trigPoly at hf
  induction hf using Submodule.span_induction with
  | mem f hf =>
    obtain ⟨k, φ, hk, rfl⟩ := hf
    obtain ⟨n, ψ, hn, e⟩ : ∃ (n : ℕ) (ψ : ℝ), n < d + 1 ∧
        ∀ x : ℝ, cos (k * x + φ) = cos (n * x + ψ) := by
      obtain ⟨n, rfl | rfl⟩ := k.eq_nat_or_neg
      · exact ⟨n, φ, by omega, fun x => by simp⟩
      · refine ⟨n, -φ, by omega, fun x => ?_⟩
        rw [← Real.cos_neg]
        congr 1
        push_cast
        ring
    refine ⟨fun j => if j = n then cos ψ else 0, fun j => if j = n then -sin ψ else 0,
      fun x => (e x).trans ?_⟩
    rw [Finset.sum_eq_single_of_mem n (Finset.mem_range.2 hn)]
    · rw [Real.cos_add]
      simp only [eq_self, if_true]
      ring
    · intro j _ hj
      simp [hj]
  | zero => exact ⟨fun _ => 0, fun _ => 0, fun x => by simp⟩
  | add f g _ _ hf hg =>
    obtain ⟨A, B, h⟩ := hf
    obtain ⟨A', B', h'⟩ := hg
    refine ⟨fun k => A k + A' k, fun k => B k + B' k, fun x => ?_⟩
    rw [Pi.add_apply, h, h', ← Finset.sum_add_distrib]
    exact Finset.sum_congr rfl fun k _ => by ring
  | smul c f _ hf =>
    obtain ⟨A, B, h⟩ := hf
    refine ⟨fun k => c * A k, fun k => c * B k, fun x => ?_⟩
    rw [Pi.smul_apply, smul_eq_mul, h, Finset.mul_sum]
    exact Finset.sum_congr rfl fun k _ => by ring

/-- Along the rotation, one-electron integrals have degree at most 2 in the angle and
two-electron integrals degree at most 4. -/
theorem integrals_trigPoly (h : One ι) (g : Two ι) (a b p q r s : ι) :
    (fun x => rotOne h (planeRotation a b x) p q) ∈ trigPoly 2 ∧
      (fun x => rotTwo g (planeRotation a b x) p q r s) ∈ trigPoly 4 := by
  have scale {d : ℕ} {u : ℝ → ℝ} (c : ℝ) (hu : u ∈ trigPoly d) :
      (fun x => c * u x) ∈ trigPoly d := Submodule.smul_mem _ c hu
  have wave (k : ℤ) (φ : ℝ) (hk : k.natAbs ≤ 1) :
      (fun x : ℝ => cos (k * x + φ)) ∈ trigPoly 1 := Submodule.subset_span ⟨k, φ, hk, rfl⟩
  -- every entry of the rotation has degree at most one
  have hU (i j : ι) : (fun x => planeRotation a b x i j) ∈ trigPoly 1 := by
    have h1 : (fun x => planeProj a b i j * cos x + planeGen a b i j * sin x) ∈ trigPoly 1 :=
      trigPoly_comb (wave 1 0 (by norm_num)) (wave 1 (-(Real.pi / 2)) (by norm_num))
        (planeProj a b i j) (planeGen a b i j) fun x => by
          simp only [Int.cast_one, one_mul, add_zero, ← sub_eq_add_neg,
            Real.cos_sub_pi_div_two]
    refine trigPoly_comb h1 (wave 0 0 (by norm_num)) 1
      ((1 : Matrix ι ι ℝ) i j - planeProj a b i j) fun x => ?_
    simp only [planeRotation, Matrix.add_apply, Matrix.smul_apply, smul_eq_mul,
      Int.cast_zero, zero_mul, add_zero, Real.cos_zero]
    ring
  have h2 (i j k l : ι) :
      (fun x => planeRotation a b x i j * planeRotation a b x k l) ∈ trigPoly 2 := by
    have m := trigPoly_mul (hU i j) (hU k l)
    exact m
  constructor
  · unfold rotOne
    iterate 2 (apply trigPoly_sum; intro _)
    apply scale
    apply h2
  · unfold rotTwo
    iterate 4 (apply trigPoly_sum; intro _)
    rename_i t u v w
    apply scale
    have m := trigPoly_mul (h2 t p u q) (h2 v r w s)
    exact m

/-- For arbitrary integrals and fixed densities, the energy along a plane rotation of two
orbitals is a Fourier sum with frequencies `0` to `4`. -/
theorem energy_fourier (h : One ι) (g : Two ι) (γ : One ι) (Γ : Two ι) (a b : ι) :
    ∃ A B : ℕ → ℝ, ∀ x, energy h g γ Γ (planeRotation a b x) =
      ∑ k ∈ Finset.range 5, (A k * cos (k * x) + B k * sin (k * x)) := by
  have scale {u : ℝ → ℝ} (c : ℝ) (hu : u ∈ trigPoly 4) :
      (fun x => c * u x) ∈ trigPoly 4 := Submodule.smul_mem _ c hu
  have mono : trigPoly 2 ≤ trigPoly 4 :=
    Submodule.span_mono fun f ⟨k, φ, hk, hf⟩ => ⟨k, φ, by omega, hf⟩
  have h1 : (fun x => ∑ p, ∑ q, γ p q * rotOne h (planeRotation a b x) p q)
      ∈ trigPoly 4 := by
    iterate 2 (apply trigPoly_sum; intro _)
    rename_i p q
    apply scale
    exact mono (integrals_trigPoly h g a b p q p q).1
  have h2 : (fun x => ∑ p, ∑ q, ∑ r, ∑ s, Γ p q r s *
      rotTwo g (planeRotation a b x) p q r s) ∈ trigPoly 4 := by
    iterate 4 (apply trigPoly_sum; intro _)
    rename_i p q r s
    apply scale
    exact (integrals_trigPoly h g a b p q r s).2
  have hE : (fun x => energy h g γ Γ (planeRotation a b x)) ∈ trigPoly 4 :=
    trigPoly_comb h1 h2 1 (1 / 2) fun x => by simp only [energy, one_mul]
  obtain ⟨A, B, hAB⟩ := trigPoly_fourier hE
  exact ⟨A, B, fun x => hAB x⟩

/-- With only two orbitals, the energy is unchanged when the angle grows by `π`. -/
theorem energy_add_pi (h : One (Fin 2)) (g : Two (Fin 2)) (γ : One (Fin 2))
    (Γ : Two (Fin 2)) {a b : Fin 2} (hab : a ≠ b) (x : ℝ) :
    energy h g γ Γ (planeRotation a b (x + Real.pi)) =
      energy h g γ Γ (planeRotation a b x) := by
  have hP : planeProj a b = 1 := by
    ext p q
    fin_cases a <;> fin_cases b <;> fin_cases p <;> fin_cases q <;>
      simp_all [planeProj]
  -- both orbitals change sign, and the energy is even in the coefficients
  have hU : planeRotation a b (x + Real.pi) = -planeRotation a b x := by
    simp only [planeRotation, hP, Real.cos_add_pi, Real.sin_add_pi]
    module
  rw [hU]
  simp only [energy, rotOne, rotTwo, Matrix.neg_apply, neg_mul, mul_neg, neg_neg]

/-- With only two orbitals, the energy contains the frequencies `0`, `2` and `4` only. -/
theorem energy_two_orbitals (h : One (Fin 2)) (g : Two (Fin 2)) (γ : One (Fin 2))
    (Γ : Two (Fin 2)) {a b : Fin 2} (hab : a ≠ b) :
    ∃ a₀ a₂ b₂ a₄ b₄ : ℝ, ∀ x, energy h g γ Γ (planeRotation a b x) =
      a₀ + a₂ * cos (2 * x) + b₂ * sin (2 * x) + a₄ * cos (4 * x) + b₄ * sin (4 * x) := by
  obtain ⟨A, B, hAB⟩ := energy_fourier h g γ Γ a b
  refine ⟨A 0, A 2, B 2, A 4, B 4, fun x => ?_⟩
  have h1 := hAB x
  have h2 := hAB (x + Real.pi)
  rw [energy_add_pi h g γ Γ hab] at h2
  have e2 : 2 * (x + Real.pi) = 2 * x + 2 * Real.pi := by ring
  have e3 : 3 * (x + Real.pi) = 3 * x + Real.pi + 2 * Real.pi := by ring
  have e4 : 4 * (x + Real.pi) = 4 * x + 2 * Real.pi + 2 * Real.pi := by ring
  simp only [Finset.sum_range_succ, Finset.sum_range_zero, Nat.cast_zero, Nat.cast_one,
    Nat.cast_ofNat, zero_mul, one_mul, Real.cos_zero, Real.sin_zero] at h1 h2
  simp only [e2, e3, e4, Real.cos_add_two_pi, Real.sin_add_two_pi, Real.cos_add_pi,
    Real.sin_add_pi] at h2
  -- averaging over the two angles removes the odd frequencies
  linear_combination (h1 + h2) / 2

/-- The four-index array whose only non-zero entry is one, with all indices on orbital 0. -/
def onSite : Two (Fin 2) := fun p q r s => if p = 0 ∧ q = 0 ∧ r = 0 ∧ s = 0 then 1 else 0

/-- With `onSite` as both two-electron arrays and zero one-electron arrays, the energy along the
rotation of orbitals 0 and 1 is `3/16 + cos(2x)/4 + cos(4x)/16`. -/
theorem energy_onSite (x : ℝ) :
    energy (fun _ _ => 0) onSite (fun _ _ => 0) onSite (planeRotation 0 1 x) =
      3 / 16 + 1 / 4 * cos (2 * x) + 1 / 16 * cos (4 * x) := by
  have hU : planeRotation (0 : Fin 2) 1 x 0 0 = cos x := by
    simp [planeRotation, planeProj, planeGen]
  have ht : 3 / 16 + 1 / 4 * cos (2 * x) + 1 / 16 * cos (4 * x) = 1 / 2 * cos x ^ 4 := by
    rw [show 4 * x = 2 * (2 * x) by ring, Real.cos_two_mul (2 * x), Real.cos_two_mul x]
    ring
  rw [ht]
  simp [energy, rotOne, rotTwo, onSite, Fin.sum_univ_two, hU]
  ring

end

end PlaneOrbitalRotation
```

```lean
#print axioms PlaneOrbitalRotation.planeRotation_orthogonal
#print axioms PlaneOrbitalRotation.energy_two_orbitals
#print axioms PlaneOrbitalRotation.energy_onSite
```

```
'PlaneOrbitalRotation.planeRotation_orthogonal' depends on axioms: [propext, Classical.choice, Quot.sound]
'PlaneOrbitalRotation.energy_two_orbitals' depends on axioms: [propext, Classical.choice, Quot.sound]
'PlaneOrbitalRotation.energy_onSite' depends on axioms: [propext, Classical.choice, Quot.sound]
```

## How the proof follows the derivation

`trigPoly d` is the real span of the waves $\cos(kx+\varphi)$ with $|k|\le d$. `trigPoly_comb` and `trigPoly_sum` handle linear combinations and sums. `trigPoly_mul` reduces products to pairs of waves and applies the cosine product formula. `trigPoly_fourier` extracts the coefficients by induction over the span, turning negative frequencies into positive ones.

`integrals_trigPoly` bounds the degree of the entries of $U$, then of their products of two and four. `energy_fourier` contracts these with the densities and extracts the coefficients.

For two orbitals, `energy_add_pi` checks $P=1$ by cases and derives the sign change of $U$. In `energy_two_orbitals`, `h1` and `h2` are the Fourier sums at $x$ and $x+\pi$, and the final `linear_combination (h1 + h2) / 2` is the average taken above.
